# Slope and curvature of an ensemble energy under orbital rotations, for diagonal occupations and a fixed diagonal Hamiltonian

A minimizer that divides each orbital-rotation gradient by its curvature breaks down as soon as two orbitals have the same occupation, and without a formula for the curvature this looks like a bug in my code. I think it is a property of the energy. Take real diagonal matrices \(F=\mathrm{diag}(f)\) for the occupations and \(H=\mathrm{diag}(e)\) for the orbital energies, a real antisymmetric generator \(A\), and

\[
E(t)=\mathrm{Tr}\left(F e^{-tA} H e^{tA}\right).
\]

I expect \(E'(0)=0\) and

\[
E''(0)=2\sum_{i<j}(f_i-f_j)(e_j-e_i)A_{ij}^2 ,
\]

so that equally occupied pairs contribute nothing. Can this be derived step by step, and can the proof be checked by machine?

## Two commutators give the curvature

Yes to both. Start with arbitrary real square matrices \(F\), \(H\) and \(A\). Since \(\frac{d}{dt}e^{-tA}=e^{-tA}(-A)\) and \(\frac{d}{dt}e^{tA}=Ae^{tA}\), the product rule gives

\[
E'(t)=\mathrm{Tr}\left(F e^{-tA}(HA-AH)e^{tA}\right).
\]

This is the original energy with \(H\) replaced by \(K=HA-AH\). Differentiating again replaces \(K\) by \(KA-AK\), so at \(t=0\)

\[
E'(0)=\mathrm{Tr}(FK),\qquad E''(0)=\mathrm{Tr}\left(F(KA-AK)\right).
\]

Now let \(F\) and \(H\) be diagonal. Then \(K_{ij}=(e_i-e_j)A_{ij}\), whose diagonal vanishes, and therefore \(E'(0)=\sum_i f_iK_{ii}=0\).

For the second derivative, use \(A_{ji}=-A_{ij}\):

\[
K_{ij}A_{ji}=(e_j-e_i)A_{ij}^2,\qquad A_{ij}K_{ji}=-(e_j-e_i)A_{ij}^2 .
\]

Subtracting and summing,

\[
E''(0)=\sum_{i,j}2f_i(e_j-e_i)A_{ij}^2 .
\]

The terms with \(i=j\) are zero. Adding the \((j,i)\) term to the \((i,j)\) term turns \(f_i\) into \(f_i-f_j\), which is the formula you expected.

## Flat directions and the order of occupations

If \(A\) couples only equally occupied orbitals, more than the curvature vanishes. In that case \(f_iA_{ij}=A_{ij}f_j\) for all \(i,j\), so \(F\) commutes with \(A\) and with \(e^{-tA}\). Moving \(F\) through and using the cyclic trace,

\[
E(t)=\mathrm{Tr}\left(e^{-tA}FHe^{tA}\right)=\mathrm{Tr}(FH)
\]

for every \(t\) and every \(H\), diagonal or not.

For a single pair \(i<j\), set \(A_{ij}=1\), \(A_{ji}=-1\) and all other entries to zero. The curvature is then \(2(f_i-f_j)(e_j-e_i)\). It is negative exactly when the lower of the two levels is less occupied. Hence the curvature is nonnegative for every antisymmetric \(A\) if and only if \(e_i<e_j\) always implies \(f_j\le f_i\). Degenerate levels may have any occupations.

For a minimizer with fractional occupations and a fixed, non-interacting Hamiltonian, this means that rotations within equally occupied sets should be left out or guarded before dividing by the curvature. The single-pair curvature is also zero when \(e_i=e_j\), whatever the occupations, so the division must be guarded there too. Such a pair should not simply be left out, however: while \(H\) is not yet diagonal, two orbitals with \(H_{ii}=H_{jj}\) but different occupations have a nonzero slope whenever \(H_{ij}\ne0\), as the next formula shows.

The same argument covers the slope when \(H\) is symmetric but not diagonal. By hand, \(\mathrm{Tr}(F(HA-AH))\) becomes

\[
E'(0)=2\sum_{i<j}(f_j-f_i)H_{ij}A_{ij},
\]

so an equally occupied pair has no gradient either; this last formula is not stated or proved in the Lean file below.

## What the Lean theorems say

Orbitals are labelled by `Fin n`, with any finite `n`, including zero. `rotatedEnergy F H A t` is \(E(t)\) with the true matrix exponential, not a truncated series. For antisymmetric \(A\), the columns of \(e^{tA}\) are the rotated orbitals. The occupations `f` and energies `e` are arbitrary real functions on `Fin n`; neither the bounds \(0\le f_i\le1\) nor a fixed particle number is needed.

- `slope_and_curvature` is the main result. The hypothesis `Aᵀ = -A` is antisymmetry. The first part says that \(E\) has derivative 0 at \(t=0\), and the second that the function `deriv` of \(E\) has the stated sum as its derivative there.
- `energy_constant_of_equal_occupation` assumes that `A i j = 0` whenever `f i ≠ f j`. It does not require antisymmetry.
- `pair_curvature` treats the single-pair rotation generated by `pairGenerator i j`.
- `curvature_nonneg_iff` is the criterion on the order of occupations.

The model keeps \(H\) and the occupations fixed during the rotation. In a self-consistent calculation the Hamiltonian responds to the density, which can add terms to the curvature, and a finite-temperature minimization also varies the occupations and includes an entropy. Complex orbitals are not treated. The criterion concerns second-order behaviour at \(t=0\) and does not state that the point is a minimum.

```lean
import Mathlib

open Matrix

namespace EnsembleOrbitalRotation

noncomputable section

variable {n : ℕ}

/-- The energy `Tr(F exp(-tA) H exp(tA))` of an ensemble with occupation matrix `F` and
Hamiltonian `H`, after a rotation with generator `A` and parameter `t`. -/
def rotatedEnergy (F H A : Matrix (Fin n) (Fin n) ℝ) (t : ℝ) : ℝ :=
  trace (F * NormedSpace.exp (-t • A) * H * NormedSpace.exp (t • A))

/-- The generator of the rotation that mixes only the orbitals `i` and `j`. -/
def pairGenerator (i j : Fin n) : Matrix (Fin n) (Fin n) ℝ :=
  Matrix.single i j 1 - Matrix.single j i 1

/-- The two terms of the product rule for `Tr(F V H U)`, with `V` changing by `-VA` and `U`
by `AU`, combine into the commutator `HA - AH`. -/
theorem trace_product_rule (F H A V U : Matrix (Fin n) (Fin n) ℝ) :
    trace (F * (V * (-A)) * H * U + F * V * H * (A * U))
      = trace (F * V * (H * A - A * H) * U) := by
  congr 1
  simp only [mul_sub, sub_mul, mul_neg, neg_mul, mul_assoc]
  abel

open scoped Matrix.Norms.Operator in
/-- Differentiating the rotated energy replaces the Hamiltonian `H` by its commutator
`HA - AH` with the generator, at every `t`. -/
theorem hasDerivAt_rotatedEnergy (F H A : Matrix (Fin n) (Fin n) ℝ) (t : ℝ) :
    HasDerivAt (rotatedEnergy F H A) (rotatedEnergy F (H * A - A * H) A t) t := by
  have h1 : HasDerivAt (fun u : ℝ => NormedSpace.exp (-u • A))
      (NormedSpace.exp (-t • A) * (-A)) t := by
    have h := hasDerivAt_exp_smul_const (-A) t
    simp only [smul_neg, neg_smul] at h ⊢
    exact h
  have h2 := hasDerivAt_exp_smul_const' A t
  -- product rule, followed by the (linear) trace
  have h3 := ((h1.const_mul F).mul_const H).fun_mul h2
  have h4 := (LinearMap.toContinuousLinearMap
    (Matrix.traceLinearMap (Fin n) ℝ ℝ)).hasFDerivAt.comp_hasDerivAt t h3
  refine HasDerivAt.congr_deriv h4 ?_
  exact trace_product_rule F H A (NormedSpace.exp (-t • A)) (NormedSpace.exp (t • A))

/-- At `t = 0` the rotated energy is `Tr(FH)`. -/
theorem rotatedEnergy_zero (F H A : Matrix (Fin n) (Fin n) ℝ) :
    rotatedEnergy F H A 0 = trace (F * H) := by
  simp [rotatedEnergy, NormedSpace.exp_zero]

/-- The commutator of a diagonal Hamiltonian with `A` weights each entry of `A` by the
difference of the two orbital energies. -/
theorem diagonal_commutator (e : Fin n → ℝ) (A : Matrix (Fin n) (Fin n) ℝ) :
    diagonal e * A - A * diagonal e = Matrix.of fun i j => (e i - e j) * A i j := by
  ext i j
  simp only [Matrix.sub_apply, Matrix.diagonal_mul, Matrix.mul_diagonal, Matrix.of_apply]
  ring

/-- A double sum over orbitals without diagonal terms is a sum over pairs `i < j`. -/
theorem sum_pairs (k : Fin n → Fin n → ℝ) (hk : ∀ i, k i i = 0) :
    ∑ i, ∑ j, k i j = ∑ i, ∑ j with i < j, (k i j + k j i) := by
  have split : ∀ i j, k i j = (if i < j then k i j else 0) + (if j < i then k i j else 0) := by
    intro i j
    rcases lt_trichotomy i j with h | h | h
    · simp [h, not_lt_of_ge h.le]
    · subst h
      simp [hk]
    · simp [h, not_lt_of_ge h.le]
  have swap : ∑ i, ∑ j, (if j < i then k i j else 0)
      = ∑ i, ∑ j, (if i < j then k j i else 0) := Finset.sum_comm
  calc ∑ i, ∑ j, k i j
      = ∑ i, ∑ j, ((if i < j then k i j else 0) + (if j < i then k i j else 0)) :=
        Finset.sum_congr rfl fun i _ => Finset.sum_congr rfl fun j _ => split i j
    _ = ∑ i, ∑ j with i < j, (k i j + k j i) := by
        simp only [Finset.sum_add_distrib, Finset.sum_filter]
        rw [swap]

/-- For diagonal occupations `f`, diagonal orbital energies `e` and antisymmetric `A`, the
energy has zero slope at `t = 0`, and its second derivative there is
`2 ∑_{i<j} (f_i - f_j)(e_j - e_i) A_ij²`. -/
theorem slope_and_curvature (f e : Fin n → ℝ) (A : Matrix (Fin n) (Fin n) ℝ)
    (hA : Aᵀ = -A) :
    HasDerivAt (rotatedEnergy (diagonal f) (diagonal e) A) 0 0 ∧
    HasDerivAt (deriv (rotatedEnergy (diagonal f) (diagonal e) A))
      (2 * ∑ i, ∑ j with i < j, (f i - f j) * (e j - e i) * A i j ^ 2) 0 := by
  have anti : ∀ i j, A j i = -A i j := fun i j => by
    simpa using congrArg (fun M : Matrix (Fin n) (Fin n) ℝ => M i j) hA
  constructor
  · refine (hasDerivAt_rotatedEnergy _ _ A 0).congr_deriv ?_
    rw [rotatedEnergy_zero, diagonal_commutator]
    simp [Matrix.trace, Matrix.diagonal_mul]
  · have hd : deriv (rotatedEnergy (diagonal f) (diagonal e) A)
        = rotatedEnergy (diagonal f) (diagonal e * A - A * diagonal e) A :=
      funext fun t => (hasDerivAt_rotatedEnergy _ _ A t).deriv
    rw [hd]
    refine (hasDerivAt_rotatedEnergy _ _ A 0).congr_deriv ?_
    rw [rotatedEnergy_zero, diagonal_commutator]
    -- write out the double commutator, then group (i,j) with (j,i)
    calc _ = ∑ i, ∑ j, 2 * f i * (e j - e i) * A i j ^ 2 := by
          simp only [Matrix.trace, Matrix.diag_apply, Matrix.diagonal_mul]
          simp only [Matrix.sub_apply, Matrix.mul_apply, Matrix.of_apply,
            ← Finset.sum_sub_distrib, Finset.mul_sum]
          refine Finset.sum_congr rfl fun i _ => Finset.sum_congr rfl fun j _ => ?_
          rw [anti i j]
          ring
      _ = ∑ i, ∑ j with i < j,
            (2 * f i * (e j - e i) * A i j ^ 2 + 2 * f j * (e i - e j) * A j i ^ 2) :=
          sum_pairs (fun i j => 2 * f i * (e j - e i) * A i j ^ 2) (fun i => by ring)
      _ = _ := by
          simp only [Finset.mul_sum]
          refine Finset.sum_congr rfl fun i _ => Finset.sum_congr rfl fun j _ => ?_
          rw [anti i j]
          ring

/-- If `A` couples only equally occupied orbitals, the energy is the same for all `t`,
whatever the Hamiltonian `H`. -/
theorem energy_constant_of_equal_occupation (f : Fin n → ℝ)
    (H A : Matrix (Fin n) (Fin n) ℝ) (h : ∀ i j, f i ≠ f j → A i j = 0) (t : ℝ) :
    rotatedEnergy (diagonal f) H A t = trace (diagonal f * H) := by
  have hc : Commute (diagonal f) A := by
    change diagonal f * A = A * diagonal f
    ext i j
    rw [Matrix.diagonal_mul, Matrix.mul_diagonal]
    by_cases hf : f i = f j
    · rw [hf, mul_comm]
    · rw [h i j hf, mul_zero, zero_mul]
  have hF : diagonal f * NormedSpace.exp (-t • A) = NormedSpace.exp (-t • A) * diagonal f :=
    (hc.smul_right (-t)).exp_right
  have hU : NormedSpace.exp (t • A) * NormedSpace.exp (-t • A) = 1 := by
    rw [← Matrix.exp_add_of_commute _ _
      (((Commute.refl A).smul_left t).smul_right (-t)), ← add_smul]
    simp [NormedSpace.exp_zero]
  -- the rotation passes through F and cancels under the cyclic trace
  unfold rotatedEnergy
  rw [hF, Matrix.trace_mul_comm, ← mul_assoc, ← mul_assoc, hU, one_mul]

/-- Rotating a single pair of orbitals `i < j` has curvature `2 (f_i - f_j)(e_j - e_i)`
at `t = 0`. -/
theorem pair_curvature (f e : Fin n → ℝ) {i j : Fin n} (hij : i < j) :
    deriv (deriv (rotatedEnergy (diagonal f) (diagonal e) (pairGenerator i j))) 0
      = 2 * ((f i - f j) * (e j - e i)) := by
  have hA : (pairGenerator i j)ᵀ = -pairGenerator i j := by
    simp [pairGenerator, Matrix.transpose_single]
  have key : ∀ a b, a < b → pairGenerator i j a b = if i = a ∧ j = b then 1 else 0 := by
    intro a b hab
    have hn : ¬(j = a ∧ i = b) := by
      rintro ⟨rfl, rfl⟩
      exact lt_asymm hab hij
    simp [pairGenerator, Matrix.single_apply, hn]
  rw [(slope_and_curvature f e _ hA).2.deriv]
  -- only the term (i,j) survives
  have h1 : ∀ a, a ≠ i →
      ∑ b with a < b, (f a - f b) * (e b - e a) * pairGenerator i j a b ^ 2 = 0 :=
    fun a ha => Finset.sum_eq_zero fun b hb => by
      rw [key a b (by simpa using hb), if_neg (fun h => ha h.1.symm)]
      ring
  have h2 : ∑ b with i < b, (f i - f b) * (e b - e i) * pairGenerator i j i b ^ 2
      = (f i - f j) * (e j - e i) := by
    rw [Finset.sum_eq_single j]
    · rw [key i j hij]
      simp
    · intro b hb hne
      rw [key i b (by simpa using hb), if_neg (fun h => hne h.2.symm)]
      ring
    · intro h
      exact absurd (by simpa using hij) h
  rw [Finset.sum_eq_single i (fun a _ ha => h1 a ha) (by simp), h2]

/-- The curvature at `t = 0` is nonnegative for every antisymmetric generator exactly when
no orbital is less occupied than an orbital of higher energy. -/
theorem curvature_nonneg_iff (f e : Fin n → ℝ) :
    (∀ A : Matrix (Fin n) (Fin n) ℝ, Aᵀ = -A →
      0 ≤ deriv (deriv (rotatedEnergy (diagonal f) (diagonal e) A)) 0) ↔
    ∀ i j, e i < e j → f j ≤ f i := by
  constructor
  · intro h i j he
    have hp := fun a b : Fin n => h (pairGenerator a b)
      (by simp [pairGenerator, Matrix.transpose_single])
    by_contra hf
    have hneg : 0 < (f j - f i) * (e j - e i) :=
      mul_pos (by linarith [not_le.mp hf]) (by linarith)
    rcases lt_trichotomy i j with hij | hij | hij
    · have := hp i j
      rw [pair_curvature f e hij] at this
      linarith
    · rw [hij] at he
      exact lt_irrefl _ he
    · have := hp j i
      rw [pair_curvature f e hij] at this
      linarith
  · intro h A hA
    rw [(slope_and_curvature f e A hA).2.deriv]
    refine mul_nonneg (by norm_num) (Finset.sum_nonneg fun i _ =>
      Finset.sum_nonneg fun j _ => mul_nonneg ?_ (sq_nonneg _))
    rcases lt_trichotomy (e i) (e j) with he | he | he
    · exact mul_nonneg (by linarith [h i j he]) (by linarith)
    · rw [he, sub_self, mul_zero]
    · exact mul_nonneg_of_nonpos_of_nonpos (by linarith [h j i he]) (by linarith)

end

end EnsembleOrbitalRotation
```

```lean
#print axioms EnsembleOrbitalRotation.slope_and_curvature
-- 'EnsembleOrbitalRotation.slope_and_curvature' depends on axioms: [propext, Classical.choice, Quot.sound]
#print axioms EnsembleOrbitalRotation.energy_constant_of_equal_occupation
-- 'EnsembleOrbitalRotation.energy_constant_of_equal_occupation' depends on axioms: [propext, Classical.choice, Quot.sound]
#print axioms EnsembleOrbitalRotation.curvature_nonneg_iff
-- 'EnsembleOrbitalRotation.curvature_nonneg_iff' depends on axioms: [propext, Classical.choice, Quot.sound]
```

## From the product rule to the pair sum

`trace_product_rule` is the algebra that combines the two product-rule terms into \(HA-AH\). `hasDerivAt_rotatedEnergy` supplies the calculus: it differentiates each exponential with the generator on the side facing \(H\), applies the product rule, and passes the derivative through the trace, which is linear. Because the result holds at every `t`, it identifies the whole function \(E'\) and can be applied a second time.

`rotatedEnergy_zero` evaluates the energy at \(t=0\), and `diagonal_commutator` computes the entries of \(K\). `sum_pairs` splits a double sum with zero diagonal into the parts \(i<j\) and \(j<i\), then exchanges the summation order in the second part. In `slope_and_curvature`, the `calc` block follows the derivation above: it writes out the double commutator, groups the pairs, and uses antisymmetry to replace \(A_{ji}^2\) by \(A_{ij}^2\).

The proof of `energy_constant_of_equal_occupation` establishes that \(F\) and \(A\) commute entry by entry, carries this over to the exponential, and cancels \(e^{tA}e^{-tA}\) under the trace. `pair_curvature` shows that only the \((i,j)\) term of the general sum survives.

For `curvature_nonneg_iff`, a wrongly ordered pair would give a negative single-pair curvature, contradicting the assumption. Conversely, correct ordering makes every term \((f_i-f_j)(e_j-e_i)A_{ij}^2\) nonnegative, which the proof checks separately for \(e_i<e_j\), \(e_i=e_j\) and \(e_i>e_j\).
